# The Helstrom optimum for two pure states in finite dimension

A system is prepared in one of two known pure states, and a single measurement must decide which. The measurement is modelled here by one matrix $E$ with $E$ and $1-E$ positive semidefinite. This admits every two-outcome POVM, not only projective measurements. Outcome $E$ is read as "$u$", outcome $1-E$ as "$v$".

## The largest success probability

Let $u,v\in\mathbb C^n$ be unit vectors with prior probabilities $p$ and $q=1-p$, and let $s=\langle u,v\rangle$, conjugate-linear in the first slot. The success probability $x=p\langle u,Eu\rangle+q\langle v,(1-E)v\rangle$ has the maximum

$$g=\tfrac12\left(1+\sqrt{1-4pq|s|^2}\right).$$

For $p=\tfrac12$ this is $\tfrac12(1+\sqrt{1-|s|^2})$.

## From a stored overlap to a measurement

Suppose a code propagates one initial spin-chain state under two candidate Hamiltonians and stores the final vectors $u$ and $v$. Together with the prior $p$, the sum $\sum_i \bar u_i v_i$ then gives the best single-shot probability of telling the Hamiltonians apart by measuring that final state, for a finite chain in a pure state. No search over measurements is needed, and an optimal one follows from a linear combination of the two vectors.

Take $u=(1,0)$, $v=(\tfrac35,\tfrac45)$ and $p=\tfrac12$. Then $|s|^2=\tfrac9{25}$ and $g=\tfrac12(1+\tfrac45)=\tfrac9{10}$. The vector $w$ derived below is $(0.72,-0.24)$, normalised $(3,-1)/\sqrt{10}$. Projecting on it gives outcome "$u$" with probability $\tfrac9{10}$ in state $u$ and $\tfrac1{10}$ in state $v$, so the success probability is $\tfrac9{10}$.

## Cauchy–Schwarz above, an eigenvector below

**Upper bound.** Write $a=\langle u,Eu\rangle$, $d=\langle v,Ev\rangle$, $z=\langle u,Ev\rangle$. Positivity of $E$ on $tu+\bar z v$ gives $at^2+2|z|^2t+|z|^2d\ge0$ for all real $t$. The discriminant condition is $|z|^4\le ad|z|^2$, hence $|z|^2\le ad$. With $m=|z|$ and $k=|\langle u,(1-E)v\rangle|$, the same argument for $1-E$ gives $k^2\le(1-a)(1-d)$.

Since $s=\langle u,Ev\rangle+\langle u,(1-E)v\rangle$, we have $|s|\le m+k$. The inequality $2XY\le X^2+Y^2$, with $X=p\sqrt{a(1-a)}$ and $Y=q\sqrt{d(1-d)}$, bounds the cross term:

$$2pq\,mk\le p^2a(1-a)+q^2d(1-d).$$

Therefore

$$pq|s|^2\le pq[ad+(1-a)(1-d)]+p^2a(1-a)+q^2d(1-d)=x(1-x),$$

because $x=pa+q(1-d)$ and $1-x=p(1-a)+qd$. So $(2x-1)^2\le1-4pq|s|^2$, and $x\le g$.

**Attainment.** Set $w=gu-q\bar s v$, $A=\langle u,w\rangle=g-q|s|^2$ and $B=g-q$. Then $\langle v,w\rangle=B\bar s$ and $N=\langle w,w\rangle=gA-qB|s|^2$. From $g^2-g+pq|s|^2=0$ we get $pA=gB$. Hence $(p\,uu^*-q\,vv^*)w=pA\,u-qB\bar s\,v=Bw$, so $w$, if nonzero, is an eigenvector of $p\,uu^*-q\,vv^*$. If $N\ne0$, the projector $E=ww^*/N$ gives

$$x=q+\frac{pA^2-qB^2|s|^2}{N}=q+\frac{B(gA-qB|s|^2)}{N}=q+B=g.$$

If $N=0$, then $w=0$ and $A=0$, so $gB=0$. As $g\ge\tfrac12$, this means $g=q$, which $E=0$ (always guess $v$) attains.

## The bound and the optimal test in Lean

```lean
import Mathlib

open Matrix
open scoped ComplexOrder

namespace HelstromPure

noncomputable section

variable {n : Type*} [Fintype n] [DecidableEq n]

/-- A two-outcome quantum test: `E` and `1 - E` are both positive semidefinite. -/
structure IsTest (E : Matrix n n ℂ) : Prop where
  pos : E.PosSemidef
  compl : (1 - E).PosSemidef

/-- The real part of `⟨x, E x⟩`. For a test `E` and a unit vector `x` it is the Born probability of
outcome `E` in the state `x`. -/
def prob (E : Matrix n n ℂ) (x : n → ℂ) : ℝ := (star x ⬝ᵥ E *ᵥ x).re

/-- For a test `E`, unit vectors `u`, `v` and `0 ≤ p ≤ 1`, this is the probability of naming the
state correctly when `u` is sent with probability `p` and `v` with probability `1 - p`, and outcome
`E` is read as `u`, outcome `1 - E` as `v`. -/
def success (p : ℝ) (u v : n → ℂ) (E : Matrix n n ℂ) : ℝ :=
  p * prob E u + (1 - p) * prob (1 - E) v

omit [DecidableEq n] in
/-- Exchanging the two vectors conjugates the overlap. -/
theorem star_overlap (x y : n → ℂ) : star (star x ⬝ᵥ y) = star y ⬝ᵥ x := by
  simp [dotProduct, mul_comm]

/-- In a unit vector the probabilities of the two outcomes add up to one. -/
theorem prob_compl (E : Matrix n n ℂ) {x : n → ℂ} (hx : star x ⬝ᵥ x = 1) :
    prob (1 - E) x = 1 - prob E x := by
  unfold prob
  rw [Matrix.sub_mulVec, Matrix.one_mulVec, dotProduct_sub, hx, Complex.sub_re, Complex.one_re]

omit [DecidableEq n] in
/-- Cauchy-Schwarz inequality for the form `⟨u, E v⟩` of a positive semidefinite matrix. -/
theorem cauchy_schwarz {E : Matrix n n ℂ} (hE : E.PosSemidef) (u v : n → ℂ) :
    ‖star u ⬝ᵥ E *ᵥ v‖ ^ 2 ≤ prob E u * prob E v := by
  have hvu : star v ⬝ᵥ E *ᵥ u = star (star u ⬝ᵥ E *ᵥ v) := by
    rw [star_overlap, Matrix.star_mulVec, hE.1.eq, ← Matrix.dotProduct_mulVec]
  obtain ⟨z, hz⟩ : ∃ z, star u ⬝ᵥ E *ᵥ v = z := ⟨_, rfl⟩
  rw [hz] at hvu ⊢
  -- positivity on the vectors `t u + z* v` gives a nonnegative quadratic in `t`
  have key : ∀ t : ℝ, 0 ≤ prob E u * (t * t) + (2 * ‖z‖ ^ 2) * t + ‖z‖ ^ 2 * prob E v := by
    intro t
    have h := (Complex.le_def.1 (hE.dotProduct_mulVec_nonneg ((t : ℂ) • u + star z • v))).1
    simp only [star_add, star_smul, Matrix.mulVec_add, Matrix.mulVec_smul,
      add_dotProduct, dotProduct_add, smul_dotProduct, dotProduct_smul, smul_eq_mul, hvu, hz,
      Complex.star_def, Complex.conj_ofReal, Complex.add_re, Complex.add_im, Complex.mul_re,
      Complex.mul_im, Complex.ofReal_re, Complex.ofReal_im, Complex.conj_re, Complex.conj_im,
      Complex.zero_re] at h
    rw [Complex.sq_norm, Complex.normSq_apply]
    unfold prob
    linarith
  have d := discrim_le_zero key
  unfold discrim at d
  have hu : 0 ≤ prob E u := (Complex.le_def.1 (hE.dotProduct_mulVec_nonneg u)).1
  have hv : 0 ≤ prob E v := (Complex.le_def.1 (hE.dotProduct_mulVec_nonneg v)).1
  by_contra hlt
  have hlt' := not_le.1 hlt
  have hpos : 0 < ‖z‖ ^ 2 := lt_of_le_of_lt (mul_nonneg hu hv) hlt'
  nlinarith [mul_pos hpos (sub_pos.2 hlt')]

/-- Upper bound: no test names two pure states with priors `p` and `1 - p` correctly with a
probability above the Helstrom value. -/
theorem success_le {p : ℝ} (hp0 : 0 ≤ p) (hp1 : p ≤ 1) {u v : n → ℂ}
    (hu : star u ⬝ᵥ u = 1) (hv : star v ⬝ᵥ v = 1) {E : Matrix n n ℂ} (hE : IsTest E) :
    success p u v E ≤ (1 + √(1 - 4 * p * (1 - p) * ‖star u ⬝ᵥ v‖ ^ 2)) / 2 := by
  have h1 := cauchy_schwarz hE.pos u v
  have h2 := cauchy_schwarz hE.compl u v
  have a0 : 0 ≤ prob E u := (Complex.le_def.1 (hE.pos.dotProduct_mulVec_nonneg u)).1
  have d0 : 0 ≤ prob E v := (Complex.le_def.1 (hE.pos.dotProduct_mulVec_nonneg v)).1
  have a1 : 0 ≤ prob (1 - E) u := (Complex.le_def.1 (hE.compl.dotProduct_mulVec_nonneg u)).1
  have d1 : 0 ≤ prob (1 - E) v := (Complex.le_def.1 (hE.compl.dotProduct_mulVec_nonneg v)).1
  -- the overlap splits into the contributions of the two outcomes
  have ht : ‖star u ⬝ᵥ v‖ ≤ ‖star u ⬝ᵥ E *ᵥ v‖ + ‖star u ⬝ᵥ (1 - E) *ᵥ v‖ := by
    have hs : star u ⬝ᵥ v = star u ⬝ᵥ E *ᵥ v + star u ⬝ᵥ (1 - E) *ᵥ v := by
      rw [Matrix.sub_mulVec, Matrix.one_mulVec, dotProduct_sub]
      ring
    calc ‖star u ⬝ᵥ v‖ = ‖star u ⬝ᵥ E *ᵥ v + star u ⬝ᵥ (1 - E) *ᵥ v‖ := by rw [← hs]
      _ ≤ _ := norm_add_le _ _
  have ht2 := pow_le_pow_left₀ (norm_nonneg _) ht 2
  unfold success
  rw [prob_compl E hu] at h2 a1
  rw [prob_compl E hv] at h2 d1 ⊢
  generalize prob E u = a at *
  generalize prob E v = d at *
  generalize ‖star u ⬝ᵥ E *ᵥ v‖ = m at *
  generalize ‖star u ⬝ᵥ (1 - E) *ᵥ v‖ = k at *
  have hpq : 0 ≤ p * (1 - p) := mul_nonneg hp0 (by linarith)
  have hmk : m ^ 2 * k ^ 2 ≤ (a * d) * ((1 - a) * (1 - d)) :=
    mul_le_mul h1 h2 (sq_nonneg _) (mul_nonneg a0 d0)
  have h3 : 2 * (p * (1 - p)) * (m * k) ≤
      p ^ 2 * (a * (1 - a)) + (1 - p) ^ 2 * (d * (1 - d)) := by
    refine le_trans (le_abs_self _) (abs_le_of_sq_le_sq ?_ (by positivity))
    have h4 := mul_le_mul_of_nonneg_left hmk (sq_nonneg (2 * (p * (1 - p))))
    linarith [sq_nonneg (p ^ 2 * (a * (1 - a)) - (1 - p) ^ 2 * (d * (1 - d)))]
  have h5 := mul_le_mul_of_nonneg_left ht2 hpq
  have h6 := mul_le_mul_of_nonneg_left h1 hpq
  have h7 := mul_le_mul_of_nonneg_left h2 hpq
  -- complete the square in the success probability
  have h8 : (2 * (p * a + (1 - p) * (1 - d)) - 1) ^ 2 ≤
      1 - 4 * p * (1 - p) * ‖star u ⬝ᵥ v‖ ^ 2 := by linarith
  linarith [le_trans (le_abs_self _) (Real.abs_le_sqrt h8)]

/-- The matrix `c w w*` is a test when `c` is real and `c ⟨w, w⟩ = 1`. -/
theorem isTest_projector {w : n → ℂ} {c : ℝ} (h : (c : ℂ) * (star w ⬝ᵥ w) = 1) :
    IsTest ((c : ℂ) • vecMulVec w (star w)) := by
  obtain ⟨E, hE⟩ : ∃ E, E = (c : ℂ) • vecMulVec w (star w) := ⟨_, rfl⟩
  rw [← hE]
  have hH : Eᴴ = E := by
    ext i j
    simp [hE, Matrix.conjTranspose_apply, vecMulVec_apply, mul_comm]
  have hI : E * E = E := by
    have h' : (c : ℂ) * ∑ k, star (w k) * w k = 1 := h
    ext i j
    simp only [hE, Matrix.mul_apply, Matrix.smul_apply, vecMulVec_apply, Pi.star_apply,
      smul_eq_mul]
    calc _ = ((c : ℂ) * ∑ k, star (w k) * w k) * (c * (w i * star (w j))) := by
          rw [Finset.mul_sum, Finset.sum_mul]
          exact Finset.sum_congr rfl fun k _ => by ring
      _ = _ := by rw [h', one_mul]
  constructor
  · have := Matrix.posSemidef_conjTranspose_mul_self E
    rwa [hH, hI] at this
  · have := Matrix.posSemidef_conjTranspose_mul_self (1 - E)
    have hJ : (1 - E) * (1 - E) = 1 - E := by
      rw [sub_mul, mul_sub, mul_sub, hI]
      simp
    rwa [Matrix.conjTranspose_sub, Matrix.conjTranspose_one, hH, hJ] at this

omit [DecidableEq n] in
/-- For real `c`, the value of `prob` for the matrix `c w w*` and the vector `x` is `c |⟨x, w⟩|²`.
-/
theorem prob_projector (c : ℝ) (w x : n → ℂ) :
    prob ((c : ℂ) • vecMulVec w (star w)) x = c * ‖star x ⬝ᵥ w‖ ^ 2 := by
  have h : ((c : ℂ) • vecMulVec w (star w)) *ᵥ x = ((c : ℂ) * (star w ⬝ᵥ x)) • w := by
    ext i
    simp only [Matrix.mulVec, dotProduct, Matrix.smul_apply, vecMulVec_apply, Pi.smul_apply,
      smul_eq_mul, Finset.mul_sum, Finset.sum_mul]
    exact Finset.sum_congr rfl fun j _ => by ring
  have hn (z : ℂ) : star z * z = ((‖z‖ ^ 2 : ℝ) : ℂ) := by
    rw [Complex.sq_norm]
    exact Complex.normSq_eq_conj_mul_self.symm
  unfold prob
  rw [h, dotProduct_smul, smul_eq_mul, ← star_overlap x w, mul_assoc, hn,
    ← Complex.ofReal_mul, Complex.ofReal_re]

/-- Attainment: for two pure states with priors `p` and `1 - p` some test reaches the
Helstrom value. -/
theorem exists_optimal {p : ℝ} (hp0 : 0 ≤ p) (hp1 : p ≤ 1) {u v : n → ℂ}
    (hu : star u ⬝ᵥ u = 1) (hv : star v ⬝ᵥ v = 1) :
    ∃ E, IsTest E ∧
      success p u v E = (1 + √(1 - 4 * p * (1 - p) * ‖star u ⬝ᵥ v‖ ^ 2)) / 2 := by
  have hS := cauchy_schwarz (Matrix.PosSemidef.one (n := n) (R := ℂ)) u v
  simp only [prob, Matrix.one_mulVec, hu, hv, Complex.one_re, mul_one] at hS
  obtain ⟨s, hs⟩ : ∃ s, star u ⬝ᵥ v = s := ⟨_, rfl⟩
  have hvu : star v ⬝ᵥ u = star s := by rw [← hs, star_overlap]
  rw [hs] at hS ⊢
  have hR := Real.sq_sqrt (show 0 ≤ 1 - 4 * p * (1 - p) * ‖s‖ ^ 2 by
    have := mul_le_mul_of_nonneg_left hS (mul_nonneg hp0 (sub_nonneg.2 hp1))
    linarith [sq_nonneg (2 * p - 1)])
  have hR0 := Real.sqrt_nonneg (1 - 4 * p * (1 - p) * ‖s‖ ^ 2)
  obtain ⟨g, hg⟩ : ∃ g, g = (1 + √(1 - 4 * p * (1 - p) * ‖s‖ ^ 2)) / 2 := ⟨_, rfl⟩
  rw [← hg]
  have g0 : 0 < g := by linarith
  have hchar : p * (g - (1 - p) * ‖s‖ ^ 2) = (g - (1 - p)) * g := by
    rw [hg]
    linear_combination (-1 / 4) * hR
  have hss : star s * s = (‖s‖ : ℂ) ^ 2 := Complex.conj_mul' s
  -- if nonzero, `w` is an eigenvector of `p u u* - (1 - p) v v*` and defines an optimal test
  obtain ⟨w, hw⟩ : ∃ w, w = (g : ℂ) • u - (((1 - p : ℝ) : ℂ) * star s) • v := ⟨_, rfl⟩
  have uw : star u ⬝ᵥ w = ((g - (1 - p) * ‖s‖ ^ 2 : ℝ) : ℂ) := by
    simp only [hw, dotProduct_sub, dotProduct_smul, hu, hs, smul_eq_mul]
    push_cast
    linear_combination (-(1 - (p : ℂ))) * hss
  have vw : star v ⬝ᵥ w = ((g - (1 - p) : ℝ) : ℂ) * star s := by
    simp only [hw, dotProduct_sub, dotProduct_smul, hv, hvu, smul_eq_mul]
    push_cast
    ring
  obtain ⟨N, hN⟩ : ∃ N : ℝ, N = g * (g - (1 - p) * ‖s‖ ^ 2)
      - (1 - p) * (g - (1 - p)) * ‖s‖ ^ 2 := ⟨_, rfl⟩
  have ww : star w ⬝ᵥ w = (N : ℂ) := by
    have hsw : star w = (g : ℂ) • star u - (((1 - p : ℝ) : ℂ) * s) • star v := by
      ext i
      simp [hw]
    rw [hsw, sub_dotProduct, smul_dotProduct, smul_dotProduct, uw, vw, hN]
    simp only [smul_eq_mul]
    push_cast
    linear_combination (-(1 - (p : ℂ)) * (g - (1 - p))) * hss
  by_cases h0 : N = 0
  · -- degenerate case: always guessing `v` is optimal
    have hA := cauchy_schwarz (Matrix.PosSemidef.one (n := n) (R := ℂ)) u w
    simp only [prob, Matrix.one_mulVec, uw, ww, h0, Complex.ofReal_zero, Complex.zero_re,
      mul_zero, Complex.norm_real, Real.norm_eq_abs, sq_abs] at hA
    have hA0 : g - (1 - p) * ‖s‖ ^ 2 = 0 := pow_eq_zero_iff two_ne_zero |>.1
      (le_antisymm hA (sq_nonneg _))
    rw [hA0, mul_zero] at hchar
    have hl := (mul_eq_zero.1 hchar.symm).resolve_right g0.ne'
    refine ⟨0, ⟨Matrix.PosSemidef.zero, by simpa using Matrix.PosSemidef.one⟩, ?_⟩
    have : success p u v 0 = 1 - p := by simp [success, prob, hv]
    linarith
  · have hc : N⁻¹ * N = 1 := inv_mul_cancel₀ h0
    refine ⟨((N⁻¹ : ℝ) : ℂ) • vecMulVec w (star w), isTest_projector ?_, ?_⟩
    · rw [ww, ← Complex.ofReal_mul, hc, Complex.ofReal_one]
    · unfold success
      rw [prob_compl _ hv, prob_projector, prob_projector, uw, vw, norm_mul, norm_star,
        Complex.norm_real, Complex.norm_real, mul_pow, Real.norm_eq_abs, Real.norm_eq_abs,
        sq_abs, sq_abs]
      generalize N⁻¹ = c at *
      rw [hN] at hc
      linear_combination (g - (1 - p)) * hc + c * (g - (1 - p) * ‖s‖ ^ 2) * hchar

/-- Helstrom's theorem for pure states: for unit vectors `u`, `v` with priors `p` and `1 - p`,
the greatest success probability of a test is `(1 + √(1 - 4 p (1 - p) |⟨u, v⟩|²)) / 2`. -/
theorem helstrom {p : ℝ} (hp0 : 0 ≤ p) (hp1 : p ≤ 1) {u v : n → ℂ}
    (hu : star u ⬝ᵥ u = 1) (hv : star v ⬝ᵥ v = 1) :
    IsGreatest {x | ∃ E, IsTest E ∧ success p u v E = x}
      ((1 + √(1 - 4 * p * (1 - p) * ‖star u ⬝ᵥ v‖ ^ 2)) / 2) := by
  refine ⟨exists_optimal hp0 hp1 hu hv, ?_⟩
  rintro x ⟨E, hE, rfl⟩
  exact success_le hp0 hp1 hu hv hE

/-- Helstrom bound for two equally likely pure states. -/
theorem helstrom_equal_priors {u v : n → ℂ} (hu : star u ⬝ᵥ u = 1) (hv : star v ⬝ᵥ v = 1)
    {E : Matrix n n ℂ} (hE : IsTest E) :
    (prob E u + prob (1 - E) v) / 2 ≤ (1 + √(1 - ‖star u ⬝ᵥ v‖ ^ 2)) / 2 := by
  have h := success_le (p := 1 / 2) (by norm_num) (by norm_num) hu hv hE
  have e : 1 - 4 * (1 / 2 : ℝ) * (1 - 1 / 2) * ‖star u ⬝ᵥ v‖ ^ 2
      = 1 - ‖star u ⬝ᵥ v‖ ^ 2 := by ring
  rw [e] at h
  unfold success at h
  linarith

/-- Two pure states that both occur with nonzero probability can be told apart without error
exactly when they are orthogonal. -/
theorem perfect_iff_orthogonal {p : ℝ} (hp0 : 0 < p) (hp1 : p < 1) {u v : n → ℂ}
    (hu : star u ⬝ᵥ u = 1) (hv : star v ⬝ᵥ v = 1) :
    (∃ E, IsTest E ∧ success p u v E = 1) ↔ star u ⬝ᵥ v = 0 := by
  constructor
  · rintro ⟨E, hE, h1⟩
    have h := success_le hp0.le hp1.le hu hv hE
    rw [h1] at h
    by_contra hne
    have hpos : 0 < 4 * p * (1 - p) * ‖star u ⬝ᵥ v‖ ^ 2 :=
      mul_pos (mul_pos (by linarith) (by linarith)) (pow_pos (norm_pos_iff.2 hne) 2)
    have hlt : √(1 - 4 * p * (1 - p) * ‖star u ⬝ᵥ v‖ ^ 2) < 1 :=
      (Real.sqrt_lt' one_pos).2 (by linarith)
    linarith
  · intro h
    obtain ⟨E, hE, hs⟩ := exists_optimal hp0.le hp1.le hu hv
    refine ⟨E, hE, ?_⟩
    rw [hs, h]
    norm_num

end

end HelstromPure
```

```lean
#print axioms HelstromPure.helstrom
#print axioms HelstromPure.helstrom_equal_priors
#print axioms HelstromPure.perfect_iff_orthogonal
```

```
'HelstromPure.helstrom' depends on axioms: [propext, Classical.choice, Quot.sound]
'HelstromPure.helstrom_equal_priors' depends on axioms: [propext, Classical.choice, Quot.sound]
'HelstromPure.perfect_iff_orthogonal' depends on axioms: [propext, Classical.choice, Quot.sound]
```

`cauchy_schwarz` is the discriminant argument. In `success_le`, `h3` is the cross-term estimate, proved by comparing squares, and `h8` is the completed square. `isTest_projector` shows that the normalised projector is Hermitian and idempotent, hence a test; `prob_projector` computes its probabilities. `exists_optimal` names $pA=gB$ `hchar` and splits on `N = 0`.

## A maximum over tests of known pure states

Vectors are functions `n → ℂ` on a finite index type, `star u ⬝ᵥ v` is $\langle u,v\rangle$, and `hu`, `hv` are normalisation. `IsTest` holds the two positivity conditions. `prob` takes a real part, which loses nothing for a test, where the expectation value is already real.

In `helstrom`, `IsGreatest` says that $g$ is attained and never exceeded, for every $0\le p\le1$. `helstrom_equal_priors` is the bound at $p=\tfrac12$. `perfect_iff_orthogonal` says that for $0<p<1$ a test that always names the state correctly exists exactly when $s=0$. Measurements with a third, inconclusive outcome lie outside `IsTest`; they can identify distinct non-orthogonal states without error in the runs where they do give an answer.

The physical step left to the reader is that any real decision procedure acts on the system as some such $E$, with Born-rule probabilities. The states must be pure: for thermal or otherwise mixed states the overlap formula gives way to $\tfrac12(1+\|p\rho-q\sigma\|_1)$, with the trace norm of the difference of the weighted density matrices $\rho$ and $\sigma$. The theorems concern exact complex numbers, so rounding in a computed overlap needs its own estimate.
